# The product of two pure Lorentz boosts is symmetric exactly when their proper velocities are linearly dependent

## Two perpendicular boosts in the plane

A particle at rest is boosted along \(y\) and then along \(x\). Is the combined transformation again a pure boost, or does it contain a rotation?

Set \(c=1\) and describe each boost by its proper velocity, which is \(\gamma\) times the ordinary velocity. Take \(u=(3/4,0)\) and \(v=(0,3/4)\), so that both Lorentz factors are \(5/4\). In the order \((t,x,y)\), with the boost along \(y\) acting first,

\[
B(u)B(v)=\begin{pmatrix}5/4&3/4&0\\3/4&5/4&0\\0&0&1\end{pmatrix}
\begin{pmatrix}5/4&0&3/4\\0&1&0\\3/4&0&5/4\end{pmatrix}
=\begin{pmatrix}25/16&3/4&15/16\\15/16&5/4&9/16\\3/4&0&5/4\end{pmatrix}.
\]

Each factor is symmetric, but the product is not. Its \(xy\) and \(yx\) entries differ by \(9/16=u_xv_y-u_yv_x\), so the product is not a pure boost. In general this difference is multiplied by a positive factor, and the argument rests on that positivity.

The index type `n` below labels the space directions and may be any finite type.

```lean
import Mathlib

open Matrix

namespace ThomasWigner

noncomputable section

variable {n : Type*} [Fintype n]
```

## Lorentz factors and a positive combination

For a proper velocity \(u\), the Lorentz factor is \(\gamma_u=\sqrt{1+u\cdot u}\). The letter \(v\) denotes a second proper velocity, not an ordinary velocity.

```lean
/-- The Lorentz factor `√(1 + u·u)` of a proper velocity `u` (in units with `c = 1`). -/
def gamma (u : n → ℝ) : ℝ := Real.sqrt (1 + u ⬝ᵥ u)
```

Since \(u\cdot u\ge 0\), the root is positive and \(\gamma_u^2=1+u\cdot u\).

```lean
/-- The Lorentz factor is positive and satisfies `γ² = 1 + u·u`. -/
theorem gamma_spec (u : n → ℝ) : 0 < gamma u ∧ gamma u ^ 2 = 1 + u ⬝ᵥ u := by
  have h : 0 ≤ u ⬝ᵥ u := Finset.sum_nonneg fun i _ => mul_self_nonneg (u i)
  exact ⟨Real.sqrt_pos.mpr (by linarith), Real.sq_sqrt (by linarith)⟩
```

By Cauchy–Schwarz,

\[
(u\cdot v)^2\le (u\cdot u)(v\cdot v)<(1+u\cdot u)(1+v\cdot v)=(\gamma_u\gamma_v)^2 ,
\]

so \(|u\cdot v|<\gamma_u\gamma_v\) and \(\gamma_u\gamma_v+u\cdot v>0\). Lean argues by contradiction: if the sum were not positive, `h1` and `h2` would multiply to \((u\cdot v)^2\ge(\gamma_u\gamma_v)^2\).

```lean
/-- For any two proper velocities, `γ(u) γ(v) + u·v` is positive. -/
theorem gamma_mul_add_pos (u v : n → ℝ) : 0 < gamma u * gamma v + u ⬝ᵥ v := by
  have nn : ∀ x : n → ℝ, 0 ≤ x ⬝ᵥ x := fun x =>
    Finset.sum_nonneg fun i _ => mul_self_nonneg (x i)
  have cs : (u ⬝ᵥ v) ^ 2 ≤ (u ⬝ᵥ u) * (v ⬝ᵥ v) := by
    simpa only [dotProduct, pow_two] using
      Finset.sum_mul_sq_le_sq_mul_sq Finset.univ u v
  have hP : (gamma u * gamma v) ^ 2 = (1 + u ⬝ᵥ u) * (1 + v ⬝ᵥ v) := by
    rw [mul_pow, (gamma_spec u).2, (gamma_spec v).2]
  have hpos := mul_pos (gamma_spec u).1 (gamma_spec v).1
  by_contra hneg
  have h1 : 0 ≤ -(u ⬝ᵥ v) - gamma u * gamma v := by linarith
  have h2 : 0 ≤ -(u ⬝ᵥ v) + gamma u * gamma v := by linarith
  nlinarith [mul_nonneg h1 h2, nn u, nn v]
```

## Linear dependence in components

Dependence is written `¬ LinearIndependent ℝ ![u, v]`, which includes zero vectors and \(u=v\). It is equivalent to \(u_iv_j=u_jv_i\) for all \(i,j\).

Suppose some \(d=u_iv_j-u_jv_i\) is nonzero and \(su+tv=0\). Combining components \(i\) and \(j\) gives \(sd=0\) and \(td=0\), so \(s=t=0\) and the vectors are independent. Conversely, if all these differences vanish, then \(v_iu-u_iv=0\) for every \(i\). Independence would force every \(u_i=0\), and then \(1\cdot u+0\cdot v=0\) contradicts it.

```lean
omit [Fintype n] in
/-- Two vectors are linearly dependent exactly when `uᵢ vⱼ = uⱼ vᵢ` for all components. -/
theorem dependent_iff (u v : n → ℝ) :
    ¬ LinearIndependent ℝ ![u, v] ↔ ∀ i j, u i * v j = u j * v i := by
  rw [LinearIndependent.pair_iff]
  constructor
  · intro h i j
    by_contra hne
    have hd : u i * v j - u j * v i ≠ 0 := sub_ne_zero.mpr hne
    refine h fun s t hst => ?_
    have e : ∀ k, s * u k + t * v k = 0 := fun k => by
      simpa using congrFun hst k
    constructor <;> refine (mul_eq_zero.mp ?_).resolve_right hd
    · linear_combination v j * e i - v i * e j
    · linear_combination u i * e j - u j * e i
  · intro h hli
    have hu : ∀ i, u i = 0 := fun i => by
      have h0 := (hli (v i) (-u i) (by
        funext j
        simp only [Pi.add_apply, Pi.smul_apply, smul_eq_mul, Pi.zero_apply]
        linear_combination -h i j)).2
      linarith
    exact one_ne_zero (hli 1 0 (by funext j; simp [hu j])).1
```

## The boost matrix and its products

The pure boost is

\[
B(u)=\begin{pmatrix}\gamma_u&u^T\\u&I+\dfrac{uu^T}{1+\gamma_u}\end{pmatrix}.
\]

It sends the rest four-velocity \((1,0)\) to \((\gamma_u,u)\); the passive convention has \(-u\) instead. In Lean, `Unit ⊕ n` joins one time index to the space indices, and `vecMulVec u u` is \(uu^T\). That this matrix represents a rotation-free change of inertial frame is physical input to the definition.

```lean
variable [DecidableEq n]

/-- The pure boost with proper velocity `u`, as a matrix on one time and `n` space coordinates. -/
def boost (u : n → ℝ) : Matrix (Unit ⊕ n) (Unit ⊕ n) ℝ :=
  fromBlocks (of fun _ _ => gamma u) (of fun _ j => u j) (of fun i _ => u i)
    (1 + (1 + gamma u)⁻¹ • vecMulVec u u)
```

The off-diagonal blocks are transposes of each other, and \(I\) and \(uu^T\) are symmetric. Hence \(B(u)^T=B(u)\).

```lean
/-- A pure boost equals its transpose. -/
theorem boost_transpose (u : n → ℝ) : (boost u)ᵀ = boost u := by
  rw [boost, fromBlocks_transpose]
  refine fromBlocks_inj.mpr ⟨rfl, rfl, rfl, ?_⟩
  ext i j
  have h1 : (1 : Matrix n n ℝ) j i = (1 : Matrix n n ℝ) i j := isSymm_one.apply i j
  simp only [transpose_apply, Matrix.add_apply, Matrix.smul_apply, vecMulVec_apply, smul_eq_mul]
  rw [h1, mul_comm (u j)]
```

Multiplying out the blocks gives

\[
\begin{aligned}
\text{time–time:}\quad&\gamma_u\gamma_v+u\cdot v,\\
\text{time–space:}\quad&u^T+\Big(\gamma_u+\frac{u\cdot v}{1+\gamma_v}\Big)v^T,\\
\text{space–time:}\quad&v+\Big(\gamma_v+\frac{u\cdot v}{1+\gamma_u}\Big)u,\\
\text{space–space:}\quad&I+\frac{uu^T}{1+\gamma_u}+\frac{vv^T}{1+\gamma_v}+C\,uv^T,
\end{aligned}
\]

\[
C=1+\frac{u\cdot v}{(1+\gamma_u)(1+\gamma_v)} .
\]

The helpers `hR` and `hL` compute a spatial block acting on a row and on a column.

```lean
/-- The four blocks of the product of two pure boosts. -/
theorem boost_mul (u v : n → ℝ) : boost u * boost v = fromBlocks
    (of fun _ _ => gamma u * gamma v + u ⬝ᵥ v)
    (of fun _ j => u j + (gamma u + u ⬝ᵥ v / (1 + gamma v)) * v j)
    (of fun i _ => v i + (gamma v + u ⬝ᵥ v / (1 + gamma u)) * u i)
    (of fun i j => (1 : Matrix n n ℝ) i j + u i * u j / (1 + gamma u)
      + v i * v j / (1 + gamma v)
      + (1 + u ⬝ᵥ v / (1 + gamma u) / (1 + gamma v)) * (u i * v j)) := by
  -- the spatial blocks acting on a row vector and on a column vector
  have hR : ∀ j, ∑ k, u k * ((1 : Matrix n n ℝ) k j + (1 + gamma v)⁻¹ * (v k * v j))
      = u j + (∑ k, u k * v k) * ((1 + gamma v)⁻¹ * v j) := fun j => by
    have h1 : ∑ k, u k * (1 : Matrix n n ℝ) k j = u j := by simp [one_apply]
    rw [Finset.sum_mul, ← h1, ← Finset.sum_add_distrib]
    exact Finset.sum_congr rfl fun k _ => by ring
  have hL : ∀ (x : n → ℝ) (i : n),
      ∑ k, ((1 : Matrix n n ℝ) i k + (1 + gamma u)⁻¹ * (u i * u k)) * x k
      = x i + (∑ k, u k * x k) * ((1 + gamma u)⁻¹ * u i) := fun x i => by
    have h1 : ∑ k, (1 : Matrix n n ℝ) i k * x k = x i := by simp [one_apply]
    rw [Finset.sum_mul, ← h1, ← Finset.sum_add_distrib]
    exact Finset.sum_congr rfl fun k _ => by ring
  rw [boost, boost, fromBlocks_multiply]
  refine fromBlocks_inj.mpr ⟨?_, ?_, ?_, ?_⟩ <;> ext i j <;>
    simp only [Matrix.add_apply, mul_apply, of_apply, Matrix.smul_apply, vecMulVec_apply,
      smul_eq_mul, Finset.univ_unique, Finset.sum_singleton, dotProduct]
  · rw [hR]; ring
  · rw [hL v i]; ring
  · rw [hL (fun k => (1 : Matrix n n ℝ) k j + (1 + gamma v)⁻¹ * (v k * v j)) i, hR]
    ring
```

## Dependent velocities compose to a boost

Let \(u\) and \(v\) be dependent and put \(w=\gamma_vu+\gamma_uv\). Summing the component relation gives

\[
(u\cdot v)u=(\gamma_u^2-1)v,\qquad (u\cdot v)v=(\gamma_v^2-1)u ,
\]

which are `f1` and `f2`. Therefore \((u\cdot v)^2=(\gamma_u^2-1)(\gamma_v^2-1)\), and

\[
\begin{aligned}
1+w\cdot w&=1+\gamma_v^2(\gamma_u^2-1)+\gamma_u^2(\gamma_v^2-1)+2\gamma_u\gamma_v\,u\cdot v\\
&=(\gamma_u\gamma_v+u\cdot v)^2 .
\end{aligned}
\]

Positivity selects the root \(\gamma_w=\gamma_u\gamma_v+u\cdot v\), which is `hw`. In the time–space block, \((u\cdot v)v/(1+\gamma_v)=(\gamma_v-1)u\), so the block becomes \(w^T\). The space–time block becomes \(w\) in the same way.

For the spatial block, the case \(u=v=0\) is immediate. Otherwise write \(u=ae\), \(v=be\) with \(e\) a unit vector. The terms beyond \(I\) add up to

\[
\big[(\gamma_u-1)+(\gamma_v-1)+ab+(\gamma_u-1)(\gamma_v-1)\big]ee^T=(\gamma_w-1)ee^T=\frac{ww^T}{1+\gamma_w}.
\]

Lean does not choose \(e\). In `key` it clears the denominators and combines `f1`, `f2` and the component relation `h`.

```lean
/-- Linearly dependent proper velocities compose to the pure boost with proper velocity
`γ(v) u + γ(u) v`. -/
theorem boost_mul_of_dependent (u v : n → ℝ) (huv : ¬ LinearIndependent ℝ ![u, v]) :
    boost u * boost v = boost (gamma v • u + gamma u • v) := by
  have h := (dependent_iff u v).mp huv
  obtain ⟨gu, G⟩ := gamma_spec u
  obtain ⟨gv, H⟩ := gamma_spec v
  have hs := gamma_mul_add_pos u v
  have f1 : ∀ j, (u ⬝ᵥ v) * u j = (gamma u ^ 2 - 1) * v j := fun j => by
    rw [G, add_sub_cancel_left]
    simp only [dotProduct, Finset.sum_mul]
    exact Finset.sum_congr rfl fun k _ => by linear_combination -u k * h k j
  have f2 : ∀ j, (u ⬝ᵥ v) * v j = (gamma v ^ 2 - 1) * u j := fun j => by
    rw [H, add_sub_cancel_left]
    simp only [dotProduct, Finset.sum_mul]
    exact Finset.sum_congr rfl fun k _ => by linear_combination v k * h k j
  -- the Lorentz factor of the composed boost
  have hw : gamma (gamma v • u + gamma u • v) = gamma u * gamma v + u ⬝ᵥ v := by
    have e : (u ⬝ᵥ v) • u = (gamma u ^ 2 - 1) • v := funext f1
    have S := congrArg (fun x => x ⬝ᵥ v) e
    simp only [smul_dotProduct, smul_eq_mul] at S
    refine (sq_eq_sq₀ (gamma_spec _).1.le hs.le).mp ?_
    rw [(gamma_spec _).2]
    simp only [dotProduct_add, add_dotProduct, smul_dotProduct, dotProduct_smul,
      smul_eq_mul, dotProduct_comm v u]
    linear_combination -S - gamma v ^ 2 * G - H
  rw [boost_mul, boost, hw]
  set g := gamma u
  set k := gamma v
  set s := u ⬝ᵥ v
  have hp : 1 + g ≠ 0 := (by linarith : 0 < 1 + g).ne'
  have hq : 1 + k ≠ 0 := (by linarith : 0 < 1 + k).ne'
  have hD : 1 + (g * k + s) ≠ 0 := (by linarith : 0 < 1 + (g * k + s)).ne'
  refine fromBlocks_inj.mpr ⟨rfl, ?_, ?_, ?_⟩ <;> ext i j <;>
    simp only [of_apply, Matrix.add_apply, Matrix.smul_apply, vecMulVec_apply, Pi.add_apply,
      Pi.smul_apply, smul_eq_mul]
  · have d : s / (1 + k) * v j = (k - 1) * u j := by
      rw [div_mul_eq_mul_div, div_eq_iff hq]
      linear_combination f2 j
    linear_combination d
  · have d : s / (1 + g) * u i = (g - 1) * v i := by
      rw [div_mul_eq_mul_div, div_eq_iff hp]
      linear_combination f1 i
    linear_combination d
  · -- spatial block: clear denominators, then use collinearity
    have key : u i * u j / (1 + g) + v i * v j / (1 + k)
        + (1 + s / (1 + g) / (1 + k)) * (u i * v j)
        = ((k * u i + g * v i) * (k * u j + g * v j)) / (1 + (g * k + s)) := by
      trans ((1 + k) * (u i * u j) + (1 + g) * (v i * v j)
          + ((1 + g) * (1 + k) + s) * (u i * v j)) / ((1 + g) * (1 + k))
      · field_simp
      · rw [div_eq_div_iff (mul_ne_zero hp hq) hD]
        linear_combination (1 + k) * u i * f1 j + (g + g ^ 2) * v j * f2 i
          + (1 + k + g * k) * u i * f2 j + (1 + g + g * k + s) * v j * f1 i
          + (1 + g) * (1 + k) * g * k * h i j
    linear_combination key
```

## Symmetry forces dependence

Let \(S\) be the spatial block of the product. Every term except the last is symmetric for all \(u\) and \(v\), so

\[
S-S^T=C\,(uv^T-vu^T).
\]

The coefficient is positive because

\[
(1+\gamma_u)(1+\gamma_v)+u\cdot v=1+\gamma_u+\gamma_v+(\gamma_u\gamma_v+u\cdot v)>0 .
\]

If the product is symmetric, \(C\) can be cancelled, leaving \(u_iv_j=u_jv_i\), which is dependence. The converse follows from the composition law, since a boost is symmetric.

```lean
/-- The product of two pure boosts is symmetric if and only if their proper velocities are
linearly dependent. -/
theorem boost_mul_isSymm_iff (u v : n → ℝ) :
    (boost u * boost v).IsSymm ↔ ¬ LinearIndependent ℝ ![u, v] := by
  refine ⟨fun hsym => (dependent_iff u v).mpr fun i j => ?_, fun h => ?_⟩
  · have gu := (gamma_spec u).1
    have gv := (gamma_spec v).1
    have hs := gamma_mul_add_pos u v
    -- the coefficient of the antisymmetric part is positive
    have hc : 0 < 1 + u ⬝ᵥ v / (1 + gamma u) / (1 + gamma v) := by
      have hpq : 0 < (1 + gamma u) * (1 + gamma v) := by positivity
      have h := (lt_div_iff₀ hpq).mpr
        (by linarith : -1 * ((1 + gamma u) * (1 + gamma v)) < u ⬝ᵥ v)
      rw [div_div]
      linarith
    have h1 : (1 : Matrix n n ℝ) j i = (1 : Matrix n n ℝ) i j := isSymm_one.apply i j
    have h := hsym.apply (Sum.inr i) (Sum.inr j)
    rw [boost_mul] at h
    simp only [fromBlocks_apply₂₂, of_apply] at h
    rw [h1] at h
    refine mul_left_cancel₀ hc.ne' ?_
    linear_combination -h
  · rw [boost_mul_of_dependent u v h]
    exact boost_transpose _
```

If \(B(u)B(v)=B(w)\) for any \(w\) at all, the product is symmetric, so \(u\) and \(v\) are dependent. Two non-collinear boosts therefore never compose to a pure boost. In one space dimension every pair is dependent, and the product is always a boost.

```lean
/-- Two pure boosts compose to a pure boost if and only if their proper velocities are
linearly dependent. -/
theorem boost_mul_eq_boost_iff (u v : n → ℝ) :
    (∃ w, boost u * boost v = boost w) ↔ ¬ LinearIndependent ℝ ![u, v] := by
  refine ⟨?_, fun h => ⟨_, boost_mul_of_dependent u v h⟩⟩
  rintro ⟨w, hw⟩
  rw [← boost_mul_isSymm_iff, hw]
  exact boost_transpose w
```

Transposition reverses the product: \((B(u)B(v))^T=B(v)B(u)\). Symmetry of the product is thus the same condition as commutation.

```lean
/-- Two pure boosts commute if and only if their proper velocities are linearly dependent. -/
theorem boost_commute_iff (u v : n → ℝ) :
    boost u * boost v = boost v * boost u ↔ ¬ LinearIndependent ℝ ![u, v] := by
  rw [← boost_mul_isSymm_iff, Matrix.IsSymm, transpose_mul, boost_transpose, boost_transpose]
  exact eq_comm

end

end ThomasWigner
```

```lean
#print axioms ThomasWigner.boost_mul_isSymm_iff
#print axioms ThomasWigner.boost_mul_eq_boost_iff
#print axioms ThomasWigner.boost_commute_iff
```

```
'ThomasWigner.boost_mul_isSymm_iff' depends on axioms: [propext, Classical.choice, Quot.sound]
'ThomasWigner.boost_mul_eq_boost_iff' depends on axioms: [propext, Classical.choice, Quot.sound]
'ThomasWigner.boost_commute_iff' depends on axioms: [propext, Classical.choice, Quot.sound]
```

## Extracting the rotation in the planar example

The theorems detect the failure to be a boost but construct no Thomas–Wigner rotation. In a calculation, one reads \(\gamma_w=25/16\) and \(w=(15/16,3/4)\) from the first column of the product and forms \(B(-w)B(u)B(v)\). Here its spatial block is

\[
R=\frac1{41}\begin{pmatrix}40&9\\-9&40\end{pmatrix},
\]

a clockwise rotation by about \(12.7^\circ\), so that \(B(u)B(v)=B(w)\,\mathrm{diag}(1,R)\).

In relativistic quantum mechanics this rotation acts on the rest-frame spin of a particle carried through successive boosts, whereas the matrices treated here act only on real space-time vectors.
